# The inverse dielectric function of finitely many damped oscillators with non-negative strengths is analytic for Im w ≥ 0

Suppose that a model dielectric function eps(w) has a zero at a frequency w₀ with Im w₀ > 0. With time dependence exp(−iwt), the system then supports a free oscillation exp(−iw₀t) that grows without any external field. If the screened response is nevertheless computed by a Fourier integral of 1/eps along the real axis, the pole at w₀ contributes at negative times, and the computed response sets in before the disturbance. This can happen even when eps itself has no pole in the upper half-plane. One oscillator of strength −3, with frequency and damping both equal to 1, gives

eps(w) = 1 − 3/(1 − w² − iw),

which vanishes at w = i. The sign conditions below exclude such zeros.

## Oscillators with friction

Take finitely many oscillators, labelled by n, and set

d_n(w) = D_n² − w² − i g_n w,

eps(w) = 1 + Σ_n f_n/d_n(w).

Here D_n > 0 is the frequency set by the restoring force, and g_n > 0 is a friction rate, which takes energy out of the motion. The strength f_n ≥ 0 measures how strongly the oscillator couples to the field; in a sum over independent-electron transitions it is non-negative if each transition leads from an occupied level to a higher, empty one. All three are inputs to the model. The strengths have the dimension of a squared frequency.

In the random-phase approximation, screening enters through the inverse dielectric function. The result bears on fits and broadened transition sums used there, provided that they have this scalar form with finitely many terms.

## Analyticity and inverse-square decay

The main theorem, `screened_response_causal`, says that for every complex w with Im w ≥ 0:

- no denominator d_n(w) vanishes;
- eps(w) ≠ 0;
- 1/eps is analytic at w.

It also says that w²(1/eps(w) − 1) → Σ_n f_n as |w| → ∞ in the complex plane.

In Lean, the oscillators are indexed by a finite type `ι`, which may be empty, and `f D g : ι → ℝ` are the real parameters. The denominator is `oscDen`, and the frequency `w : ℂ` is complex. `AnalyticAt ℂ` means complex analyticity in a neighbourhood of the point, so at a real frequency it reaches slightly below the real axis. `cobounded ℂ` expresses |w| → ∞ in every direction. Since Lean sets x/0 = 0, `eps` has a value even at a pole, which is why the theorem states separately that the denominators are nonzero.

These are frequency-domain properties; the step to the time domain is the usual contour argument, which the file does not contain. For t < 0 the factor exp(−iwt) is bounded in the upper half-plane, the integral of 1/eps − 1 can be closed there, and the arc contributes nothing because of the inverse-square decay. The response kernel therefore vanishes before the disturbance.

The model has no wave-vector dependence, no dielectric matrix with local fields and no continuum of transitions. A Drude term, with D_n = 0, is excluded, since its denominator vanishes at w = 0. So is an undamped oscillator, whose denominator vanishes at w = ±D_n.

## No poles of eps for Im w ≥ 0

Write w = x + iy with y ≥ 0. Then w² = x² − y² + 2ixy and i g_n w = i g_n x − g_n y, so

Re d_n = D_n² − x² + y² + g_n y,

Im d_n = −x(2y + g_n).

Since 2y + g_n > 0, the imaginary part vanishes only at x = 0. There the real part is D_n² + y² + g_n y > 0. Hence d_n(w) ≠ 0.

## No zeros of eps for Im w ≥ 0

Because f_n is real, Im(f_n/d_n) = −f_n Im d_n/|d_n|², and therefore

Im eps = x Σ_n f_n(2y + g_n)/|d_n|².

Let x ≠ 0 and suppose eps(w) = 0. Then the sum vanishes. Its terms are non-negative, so each is zero, and since 2y + g_n > 0, every f_n is zero. But then eps(w) = 1, a contradiction.

Let x = 0. Every d_n is real and positive, so eps(w) is real and at least 1.

Near any w with Im w ≥ 0, eps is thus a finite sum of quotients with nonzero denominators, hence analytic, and its value at w is nonzero. Its reciprocal is analytic there too.

## The high-frequency limit

For w ≠ 0, dividing numerator and denominator by w² gives

w² f_n/d_n(w) = f_n/(D_n²/w² − 1 − i g_n/w) → −f_n.

Summing over n yields w²(eps − 1) → −Σ_n f_n. In particular eps → 1, so eps is nonzero for large |w|, and

w²(1/eps − 1) = −w²(eps − 1)/eps → Σ_n f_n.

No sign condition enters this limit.

## Loss, reality and two unstable oscillators

From Im(1/eps) = −Im eps/|eps|² and the formula for Im eps, the loss function −Im(1/eps) is non-negative for x > 0 and y ≥ 0. At real positive frequencies this says that the medium may absorb energy but supplies none on balance.

Replacing w by −w* turns w² into (w²)* and −i g_n w into its complex conjugate. Hence eps(−w*) = eps(w)*, the symmetry that belongs to a real response in time.

For one oscillator with D = 1, the denominator at w = i is 2 + g. Strength −3 with g = 1 gives eps(i) = 1 − 3/3 = 0, and strength 3 with g = −5 gives eps(i) = 1 + 3/(−3) = 0. So eps can have a zero in the upper half-plane if negative strengths are admitted, and likewise if negative dampings are.

## The Lean file

```lean
import Mathlib

open Filter Bornology Topology ComplexConjugate

namespace DampedDielectricResponse

noncomputable section

/-- The denominator `D² - w² - i g w` of an oscillator with frequency `D` and damping `g`,
at complex frequency `w`. -/
def oscDen (D g : ℝ) (w : ℂ) : ℂ := (D : ℂ) ^ 2 - w ^ 2 - Complex.I * g * w

variable {ι : Type*} [Fintype ι]

/-- The dielectric function of finitely many damped oscillators with strengths `f`, frequencies `D`
and dampings `g`; a term whose denominator vanishes is given the value 0. -/
def eps (f D g : ι → ℝ) (w : ℂ) : ℂ := 1 + ∑ n, (f n : ℂ) / oscDen (D n) (g n) w

/-- The real part of the oscillator denominator at complex frequency `w`. -/
theorem oscDen_re (D g : ℝ) (w : ℂ) :
    (oscDen D g w).re = D ^ 2 - w.re ^ 2 + w.im ^ 2 + g * w.im := by
  simp [oscDen, pow_two]
  ring

/-- The imaginary part of the oscillator denominator is proportional to `Re w`. -/
theorem oscDen_im (D g : ℝ) (w : ℂ) :
    (oscDen D g w).im = -(w.re * (2 * w.im + g)) := by
  simp [oscDen, pow_two]
  ring

/-- An oscillator with positive frequency and positive damping has no pole at any `w` with
`Im w ≥ 0`. -/
theorem oscDen_ne_zero {D g : ℝ} (hD : 0 < D) (hg : 0 < g) {w : ℂ} (hw : 0 ≤ w.im) :
    oscDen D g w ≠ 0 := by
  intro h
  have him := oscDen_im D g w
  have hre := oscDen_re D g w
  rw [h, Complex.zero_im] at him
  rw [h, Complex.zero_re] at hre
  have hpos : 0 < 2 * w.im + g := by linarith
  -- a vanishing imaginary part puts `w` on the imaginary axis
  have hx : w.re = 0 := by
    rcases mul_eq_zero.mp (neg_eq_zero.mp him.symm) with h1 | h1
    · exact h1
    · exact absurd h1 hpos.ne'
  rw [hx] at hre
  have h1 : 0 < D ^ 2 := by positivity
  have h2 : 0 ≤ g * w.im := mul_nonneg hg.le hw
  nlinarith [sq_nonneg w.im]

/-- Wherever no oscillator denominator vanishes, the imaginary part of the dielectric function is
`Re w` times a sum over oscillators weighted by their strengths. -/
theorem eps_im (f D g : ι → ℝ) (w : ℂ) :
    (eps f D g w).im =
      w.re * ∑ n, f n * (2 * w.im + g n) / Complex.normSq (oscDen (D n) (g n) w) := by
  rw [eps, Complex.add_im, Complex.one_im, zero_add, Complex.im_sum, Finset.mul_sum]
  refine Finset.sum_congr rfl fun n _ => ?_
  rw [Complex.div_im, Complex.ofReal_re, Complex.ofReal_im, oscDen_im]
  ring

/-- With non-negative strengths and positive frequencies and dampings, the dielectric function
has no zero at any `w` with `Im w ≥ 0`. -/
theorem eps_ne_zero {f D g : ι → ℝ} (hf : ∀ n, 0 ≤ f n) (hD : ∀ n, 0 < D n)
    (hg : ∀ n, 0 < g n) {w : ℂ} (hw : 0 ≤ w.im) : eps f D g w ≠ 0 := by
  intro h0
  by_cases hx : w.re = 0
  · -- on the imaginary axis every oscillator adds a non-negative real part
    have hs : 0 ≤ ∑ n, ((f n : ℂ) / oscDen (D n) (g n) w).re := by
      refine Finset.sum_nonneg fun n _ => ?_
      have hd : 0 ≤ (oscDen (D n) (g n) w).re := by
        rw [oscDen_re, hx]
        nlinarith [sq_nonneg w.im, sq_nonneg (D n), mul_nonneg (hg n).le hw]
      rw [Complex.div_re, Complex.ofReal_re, Complex.ofReal_im, zero_mul, zero_div, add_zero]
      exact div_nonneg (mul_nonneg (hf n) hd) (Complex.normSq_nonneg _)
    have hre := congrArg Complex.re h0
    rw [eps, Complex.add_re, Complex.one_re, Complex.re_sum, Complex.zero_re] at hre
    linarith
  · -- off the axis a zero would need all strengths to vanish, and then `eps = 1`
    have him := eps_im f D g w
    rw [h0, Complex.zero_im] at him
    have hsum := (mul_eq_zero.mp him.symm).resolve_left hx
    have hpos : ∀ n, 0 < 2 * w.im + g n := fun n => by linarith [hg n]
    rw [Finset.sum_eq_zero_iff_of_nonneg (fun n _ =>
      div_nonneg (mul_nonneg (hf n) (hpos n).le) (Complex.normSq_nonneg _))] at hsum
    have hf0 : ∀ n, f n = 0 := by
      intro n
      rcases (hf n).eq_or_lt with h | h
      · exact h.symm
      · have h1 := div_pos (mul_pos h (hpos n))
          (Complex.normSq_pos.mpr (oscDen_ne_zero (hD n) (hg n) hw))
        exact absurd (hsum n (Finset.mem_univ n)) h1.ne'
    simp [eps, hf0] at h0

/-- At high frequency `w² (eps - 1)` tends to minus the total oscillator strength. -/
theorem eps_tail (f D g : ι → ℝ) :
    Tendsto (fun w => w ^ 2 * (eps f D g w - 1)) (cobounded ℂ) (𝓝 (-∑ n, (f n : ℂ))) := by
  have hi : Tendsto (fun w : ℂ => w⁻¹) (cobounded ℂ) (𝓝 0) := tendsto_inv₀_cobounded
  have term : ∀ n, Tendsto (fun w : ℂ => (f n : ℂ) /
      ((D n : ℂ) ^ 2 * w⁻¹ ^ 2 - 1 - Complex.I * g n * w⁻¹)) (cobounded ℂ)
      (𝓝 (-(f n : ℂ))) := by
    intro n
    have h := (((hi.pow 2).const_mul ((D n : ℂ) ^ 2)).sub_const 1).sub
      (hi.const_mul (Complex.I * g n))
    have h2 := (tendsto_const_nhds (x := (f n : ℂ))).div h (by simp)
    have e : (f n : ℂ) / ((D n : ℂ) ^ 2 * 0 ^ 2 - 1 - Complex.I * g n * 0) = -(f n : ℂ) := by
      simp [div_neg]
    rw [e] at h2
    exact h2
  have hs := tendsto_finsetSum Finset.univ (fun n _ => term n)
  rw [Finset.sum_neg_distrib] at hs
  refine hs.congr' ?_
  filter_upwards [eventually_ne_cobounded (0 : ℂ)] with w hw
  rw [eps, add_sub_cancel_left, Finset.mul_sum]
  refine Finset.sum_congr rfl fun n _ => ?_
  have hq : oscDen (D n) (g n) w =
      w ^ 2 * ((D n : ℂ) ^ 2 * w⁻¹ ^ 2 - 1 - Complex.I * g n * w⁻¹) := by
    unfold oscDen
    field_simp
  rw [hq, ← mul_div_assoc, mul_div_mul_left _ _ (pow_ne_zero 2 hw)]

/-- For non-negative strengths and positive frequencies and dampings, at every `w` with `Im w ≥ 0`
no oscillator denominator vanishes, `eps` is nonzero and `1/eps` is analytic; at high frequency
`w² (1/eps - 1)` tends to the total oscillator strength. -/
theorem screened_response_causal {f D g : ι → ℝ} (hf : ∀ n, 0 ≤ f n) (hD : ∀ n, 0 < D n)
    (hg : ∀ n, 0 < g n) :
    (∀ w : ℂ, 0 ≤ w.im → (∀ n, oscDen (D n) (g n) w ≠ 0) ∧ eps f D g w ≠ 0 ∧
      AnalyticAt ℂ (fun z => 1 / eps f D g z) w) ∧
    Tendsto (fun w => w ^ 2 * (1 / eps f D g w - 1)) (cobounded ℂ) (𝓝 (∑ n, (f n : ℂ))) := by
  constructor
  · intro w hw
    have hden := fun n => oscDen_ne_zero (hD n) (hg n) hw
    have hne := eps_ne_zero hf hD hg hw
    refine ⟨hden, hne, analyticAt_const.div ?_ hne⟩
    unfold eps
    refine analyticAt_const.add (Finset.analyticAt_fun_sum _ fun n _ => ?_)
    refine analyticAt_const.div ?_ (hden n)
    unfold oscDen
    fun_prop
  · have hi : Tendsto (fun w : ℂ => w⁻¹) (cobounded ℂ) (𝓝 0) := tendsto_inv₀_cobounded
    have ht := eps_tail f D g
    -- the dielectric function itself tends to one
    have he : Tendsto (eps f D g) (cobounded ℂ) (𝓝 1) := by
      have h := ((hi.pow 2).mul ht).const_add 1
      rw [zero_pow two_ne_zero, zero_mul, add_zero] at h
      refine h.congr' ?_
      filter_upwards [eventually_ne_cobounded (0 : ℂ)] with w hw
      have h1 : w⁻¹ ^ 2 * w ^ 2 = 1 := by
        rw [← mul_pow, inv_mul_cancel₀ hw, one_pow]
      linear_combination (eps f D g w - 1) * h1
    have h : Tendsto (fun w => -(w ^ 2 * (eps f D g w - 1)) / eps f D g w) (cobounded ℂ)
        (𝓝 (-(-∑ n, (f n : ℂ)) / 1)) := ht.neg.div he one_ne_zero
    rw [neg_neg, div_one] at h
    refine h.congr' ?_
    filter_upwards [he.eventually_ne one_ne_zero] with w hw
    have h1 : 1 / eps f D g w * eps f D g w = 1 := one_div_mul_cancel hw
    rw [div_eq_iff hw]
    linear_combination (-w ^ 2) * h1

/-- For non-negative strengths and positive dampings, the loss function `-Im (1/eps)` is
non-negative wherever `Re w > 0` and `Im w ≥ 0`. -/
theorem loss_nonneg {f D g : ι → ℝ} (hf : ∀ n, 0 ≤ f n) (hg : ∀ n, 0 < g n) {w : ℂ}
    (hx : 0 < w.re) (hw : 0 ≤ w.im) : 0 ≤ -(1 / eps f D g w).im := by
  have him : 0 ≤ (eps f D g w).im := by
    rw [eps_im]
    refine mul_nonneg hx.le (Finset.sum_nonneg fun n _ => ?_)
    exact div_nonneg (mul_nonneg (hf n) (by linarith [hg n])) (Complex.normSq_nonneg _)
  rw [one_div, Complex.inv_im, neg_div, neg_neg]
  exact div_nonneg him (Complex.normSq_nonneg _)

/-- Reflecting the frequency in the imaginary axis conjugates the dielectric function. -/
theorem eps_neg_conj (f D g : ι → ℝ) (w : ℂ) :
    eps f D g (-conj w) = conj (eps f D g w) := by
  simp only [eps, oscDen, map_add, map_one, map_sum, map_div₀, map_sub, map_mul, map_pow,
    Complex.conj_ofReal, Complex.conj_I]
  congr 1
  refine Finset.sum_congr rfl fun n _ => ?_
  congr 1
  ring

/-- One oscillator of frequency 1 gives `eps = 0` at `w = i` both for strength -3 with damping 1
and for strength 3 with damping -5. -/
theorem sign_conditions_needed :
    eps (fun _ : Unit => -3) (fun _ => 1) (fun _ => 1) Complex.I = 0 ∧
    eps (fun _ : Unit => 3) (fun _ => 1) (fun _ => -5) Complex.I = 0 := by
  have h1 : oscDen 1 1 Complex.I = 3 := by
    unfold oscDen
    push_cast
    linear_combination (-2 : ℂ) * Complex.I_sq
  have h2 : oscDen 1 (-5) Complex.I = -3 := by
    unfold oscDen
    push_cast
    linear_combination (4 : ℂ) * Complex.I_sq
  constructor
  · simp only [eps, Finset.univ_unique, Finset.sum_singleton, h1]
    norm_num
  · simp only [eps, Finset.univ_unique, Finset.sum_singleton, h2]
    norm_num

end

end DampedDielectricResponse
```

```lean
#print axioms DampedDielectricResponse.screened_response_causal
#print axioms DampedDielectricResponse.loss_nonneg
#print axioms DampedDielectricResponse.eps_neg_conj
#print axioms DampedDielectricResponse.sign_conditions_needed
```

```
'DampedDielectricResponse.screened_response_causal' depends on axioms: [propext, Classical.choice, Quot.sound]
'DampedDielectricResponse.loss_nonneg' depends on axioms: [propext, Classical.choice, Quot.sound]
'DampedDielectricResponse.eps_neg_conj' depends on axioms: [propext, Classical.choice, Quot.sound]
'DampedDielectricResponse.sign_conditions_needed' depends on axioms: [propext, Classical.choice, Quot.sound]
```

## From real and imaginary parts to the absence of zeros

`oscDen_re` and `oscDen_im` are the two formulas for d_n. In `oscDen_ne_zero`, a supposed zero is inserted into both. The imaginary part is a product equal to zero, and since 2y + g is positive, `mul_eq_zero` leaves only x = 0. The real part is then a sum of non-negative terms containing D² > 0, and `nlinarith` finds the contradiction.

`eps_im` takes the imaginary part of the sum term by term and pulls out the factor x. `Complex.normSq` is the squared modulus |d_n|².

`eps_ne_zero` splits on whether `w.re = 0`, as in the derivation. On the imaginary axis it needs only that each Re d_n is non-negative: every term then adds a non-negative real part, so Re eps ≥ 1. Off the axis, `Finset.sum_eq_zero_iff_of_nonneg` turns the vanishing sum into the vanishing of each term. A positive f_n would make its term positive, because |d_n|² > 0 by `oscDen_ne_zero`. So all strengths are zero, and `simp` reduces the assumption eps = 0 to 1 = 0.

## Assembling the analytic and asymptotic parts

`eps_tail` starts from 1/w → 0. The local statement `term` gives the limit of each rewritten quotient, and `tendsto_finsetSum` adds the limits. The equation `hq` factors w² out of the denominator, which identifies the rewritten quotients with the original ones for w ≠ 0. Excluding w = 0 does no harm in a limit at infinity.

The first half of `screened_response_causal` combines the two non-vanishing lemmas with the rules for analytic sums and quotients; `fun_prop` supplies the analyticity of the polynomial denominators. The second half derives eps → 1 from `eps_tail`, takes the limit of −w²(eps − 1)/eps, and identifies this expression with w²(1/eps − 1) wherever eps ≠ 0. The last identification is an algebraic identity, closed by `linear_combination`.

`loss_nonneg` applies `eps_im` and the formula for the imaginary part of an inverse. It has no hypothesis on D, because the sign of Im eps follows from those of x, f_n and 2y + g_n alone; for x > 0 no denominator vanishes in any case. `eps_neg_conj` moves the conjugation through the sum and compares denominators, with no sign conditions at all. `sign_conditions_needed` evaluates the two denominators at w = i as 3 and −3, using i² = −1, and leaves the remaining arithmetic to `norm_num`.
